# Huzinaga eigenvectors at or below the level shift have no environment component if the environment lies below the shift

Without a suitable level shift, a projector-embedding calculation can put the subsystem's electrons into an orbital that already belongs to the environment. Two levels are enough to see it. Take $F=\mathrm{diag}(1,2)$ and let the second level be the environment, $P=\mathrm{diag}(0,1)$. The unshifted Huzinaga operator $F-FP-PF$ is $\mathrm{diag}(1,-2)$, so its ground state is the environment orbital.

I believe the cure is a shift $\mu$ that lies above the environment energies and is no lower than the subsystem orbitals to be filled, with

$$H=F-(F-\mu)P-P(F-\mu).$$

Eigenvectors of $H$ with eigenvalue at most $\mu$ should then satisfy $Px=0$. Can this be made rigorous and machine-checked, and is the condition that the environment lies below $\mu$ sharp?

## Reflecting the environment block about the shift

Yes to both, with sharpness proved for symmetric $F$ in finite dimension. Let $P$ be an orthogonal projector and $Q=1-P$. Expanding the products gives

$$H=\mu+Q(F-\mu)Q-P(F-\mu)P.$$

The system block of $F$ is kept, the environment block is reflected about $\mu$, and the coupling is gone.

Assume $\langle y,Fy\rangle<\mu\|y\|^2$ for every nonzero $y$ with $Py=y$, and let $Hx=ex$ with $e\le\mu$. Applying $P$ and using $P^2=P$,

$$PFx-PFPx+\mu Px-PFx+\mu Px=ePx,$$

so $PFPx=(2\mu-e)Px$. Put $y=Px$. Since $P$ is symmetric,

$$\langle y,Fy\rangle=\langle y,PFy\rangle=(2\mu-e)\|y\|^2\ge\mu\|y\|^2,$$

which contradicts the assumption unless $y=0$. Once $Px=0$, the operator acts as $Hx=Fx-PFx$. For $e\le\mu$, then, $Hx=ex$ is equivalent to $Px=0$ together with $QFx=ex$.

For the converse, let $F$ be symmetric and the dimension finite. Then $H$ is symmetric and has an orthonormal eigenbasis $b_i$ with eigenvalues $\varepsilon_i$. Suppose $Pb_i=0$ whenever $\varepsilon_i\le\mu$, and take $x=Px\neq0$. For those $i$, $\langle b_i,x\rangle=\langle Pb_i,x\rangle=0$, hence

$$\langle x,Hx\rangle=\sum_i\varepsilon_i|\langle b_i,x\rangle|^2>\mu\|x\|^2.$$

But $Hx=2\mu x-PFx$, so $\langle x,Hx\rangle=2\mu\|x\|^2-\langle x,Fx\rangle$, and therefore $\langle x,Fx\rangle<\mu\|x\|^2$.

The smallest case shows why the inequality is strict. On a one-dimensional space with $P=1$ and $F=f$, $H=2\mu-f$. This exceeds $\mu$ exactly when $f<\mu$; at $f=\mu$ the environment vector has eigenvalue $\mu$ itself.

```lean
import Mathlib

open Module

namespace HuzinagaEmbedding

noncomputable section

variable {E : Type*} [NormedAddCommGroup E] [InnerProductSpace ℂ E]

/-- The shifted Huzinaga operator `F - (F - μ) P - P (F - μ)` for a Fock operator `F`,
an environment projector `P` and a level shift `μ`. -/
def huzinaga (F P : End ℂ E) (μ : ℝ) : End ℂ E :=
  F - (F - (μ : ℂ) • (1 : End ℂ E)) * P - P * (F - (μ : ℂ) • (1 : End ℂ E))

/-- For every nonzero vector `x` with `P x = x`, the real part of `⟨x, F x⟩` lies below `μ` times
the squared norm of `x`. -/
def EnvironmentBelow (F P : End ℂ E) (μ : ℝ) : Prop :=
  ∀ x, P x = x → x ≠ 0 → (inner ℂ x (F x)).re < μ * ‖x‖ ^ 2

/-- The action of the shifted Huzinaga operator on a vector. -/
lemma huzinaga_apply (F P : End ℂ E) (μ : ℝ) (x : E) :
    huzinaga F P μ x
      = F x - (F (P x) - (μ : ℂ) • P x) - (P (F x) - (μ : ℂ) • P x) := by
  simp [huzinaga]

private lemma re_inner_self (x : E) : (inner ℂ x x).re = ‖x‖ ^ 2 :=
  inner_self_eq_norm_sq (𝕜 := ℂ) x

/-- The shifted Huzinaga operator equals `μ + (1 - P) (F - μ) (1 - P) - P (F - μ) P`. This identity
holds for any linear maps `F` and `P`. -/
theorem huzinaga_block (F P : End ℂ E) (μ : ℝ) :
    huzinaga F P μ = (μ : ℂ) • (1 : End ℂ E)
      + (1 - P) * (F - (μ : ℂ) • (1 : End ℂ E)) * (1 - P)
      - P * (F - (μ : ℂ) • (1 : End ℂ E)) * P := by
  have key : ∀ G : End ℂ E,
      (1 - P) * G * (1 - P) - P * G * P = G - G * P - P * G := by
    intro G
    noncomm_ring
  rw [add_sub_assoc, key, huzinaga]
  abel

/-- For an orthogonal projector `P`, if the environment lies below the shift `μ`, every eigenvector
of the Huzinaga operator with eigenvalue at most `μ` has no environment component. -/
theorem eigenvector_mem_ker {F P : End ℂ E} {μ e : ℝ} {x : E}
    (hP : ∀ y, P (P y) = P y) (hPs : LinearMap.IsSymmetric P)
    (hF : EnvironmentBelow F P μ)
    (hx : huzinaga F P μ x = (e : ℂ) • x) (he : e ≤ μ) : P x = 0 := by
  by_contra h0
  have hb := hF (P x) (hP x) h0
  -- project the eigenvalue equation on the environment
  have h1 := congrArg P hx
  simp only [huzinaga_apply, map_sub, map_smul, hP] at h1
  have k : P (F (P x)) = ((2 * μ - e : ℝ) : ℂ) • P x := by
    push_cast
    linear_combination (norm := module) -h1
  -- take the expectation value in the environment component
  have h2 := hPs (P x) (F (P x))
  rw [hP, k, inner_smul_right] at h2
  rw [h2, Complex.re_ofReal_mul, re_inner_self] at hb
  nlinarith [mul_nonneg (sub_nonneg.2 he) (sq_nonneg ‖P x‖)]

/-- Let `P` be an orthogonal projector and let the environment lie below `μ`. For `e ≤ μ`, the
Huzinaga eigenvalue equation for `x` is then equivalent to `P x = 0` together with `F x - P (F x) =
e x`. -/
theorem eigen_iff_projected {F P : End ℂ E} {μ e : ℝ} {x : E}
    (hP : ∀ y, P (P y) = P y) (hPs : LinearMap.IsSymmetric P)
    (hF : EnvironmentBelow F P μ) (he : e ≤ μ) :
    huzinaga F P μ x = (e : ℂ) • x ↔ P x = 0 ∧ F x - P (F x) = (e : ℂ) • x := by
  have red : P x = 0 → huzinaga F P μ x = F x - P (F x) := by
    intro h
    simp [huzinaga_apply, h]
  constructor
  · intro hx
    have h := eigenvector_mem_ker hP hPs hF hx he
    exact ⟨h, (red h).symm.trans hx⟩
  · rintro ⟨h, hx⟩
    exact (red h).trans hx

/-- The Huzinaga operator is symmetric when `F` and `P` are. -/
theorem huzinaga_isSymmetric {F P : End ℂ E} (μ : ℝ)
    (hF : LinearMap.IsSymmetric F) (hPs : LinearMap.IsSymmetric P) :
    LinearMap.IsSymmetric (huzinaga F P μ) := by
  intro x y
  simp only [huzinaga_apply, inner_sub_left, inner_sub_right, inner_smul_left,
    inner_smul_right, Complex.conj_ofReal]
  rw [hF x y, hF (P x) y, hPs x (F y), hPs (F x) y, hF x (P y), hPs x y]
  ring

/-- In finite dimension and for symmetric `F`, the environment lies below `μ` exactly when all
Huzinaga eigenvectors with eigenvalue at most `μ` are free of environment components. -/
theorem environmentBelow_iff [FiniteDimensional ℂ E] {F P : End ℂ E} {μ : ℝ}
    (hFs : LinearMap.IsSymmetric F)
    (hP : ∀ y, P (P y) = P y) (hPs : LinearMap.IsSymmetric P) :
    EnvironmentBelow F P μ ↔
      ∀ (e : ℝ) (x : E), huzinaga F P μ x = (e : ℂ) • x → e ≤ μ → P x = 0 := by
  refine ⟨fun hF e x hx he => eigenvector_mem_ker hP hPs hF hx he, ?_⟩
  intro h x hx h0
  have hH := huzinaga_isSymmetric μ hFs hPs
  let b := hH.eigenvectorBasis rfl
  let ev := hH.eigenvalues rfl
  have hb : ∀ i, huzinaga F P μ (b i) = (ev i : ℂ) • b i :=
    fun i => hH.apply_eigenvectorBasis rfl i
  have t : ∀ i, inner ℂ x (b i) * inner ℂ (b i) x
      = ((‖inner ℂ (b i) x‖ ^ 2 : ℝ) : ℂ) := by
    intro i
    rw [← inner_conj_symm x (b i), mul_comm, Complex.mul_conj, Complex.normSq_eq_norm_sq]
  have hn := congrArg Complex.re (b.sum_inner_mul_inner x x)
  simp only [t, Complex.re_sum, Complex.ofReal_re, re_inner_self] at hn
  -- spectral expansion of the expectation value
  have s : ∀ i, inner ℂ x (b i) * inner ℂ (b i) (huzinaga F P μ x)
      = ((ev i * ‖inner ℂ (b i) x‖ ^ 2 : ℝ) : ℂ) := by
    intro i
    rw [← hH (b i) x, hb i, inner_smul_left, Complex.conj_ofReal, Complex.ofReal_mul, ← t i]
    ring
  have hs := congrArg Complex.re (b.sum_inner_mul_inner x (huzinaga F P μ x))
  simp only [s, Complex.re_sum, Complex.ofReal_re] at hs
  -- eigenvectors at or below the shift are orthogonal to the environment vector
  have z : ∀ i, ev i ≤ μ → inner ℂ (b i) x = 0 := by
    intro i hi
    have a := hPs (b i) x
    rw [h _ _ (hb i) hi, inner_zero_left, hx] at a
    exact a.symm
  have lt : ∑ i, μ * ‖inner ℂ (b i) x‖ ^ 2 < ∑ i, ev i * ‖inner ℂ (b i) x‖ ^ 2 := by
    apply Finset.sum_lt_sum
    · intro i _
      rcases le_total (ev i) μ with hi | hi
      · simp [z i hi]
      · gcongr
    · by_contra hc
      push Not at hc
      have c0 : ∀ i, inner ℂ (b i) x = 0 := by
        intro i
        by_contra hi
        have hlt : μ < ev i := lt_of_not_ge fun hle => hi (z i hle)
        have hpos : 0 < ‖inner ℂ (b i) x‖ ^ 2 := pow_pos (norm_pos_iff.2 hi) 2
        exact not_lt_of_ge (hc i (Finset.mem_univ i)) (mul_lt_mul_of_pos_right hlt hpos)
      simp only [c0, norm_zero] at hn
      norm_num at hn
      exact h0 (by simpa using hn.symm)
  rw [← Finset.mul_sum, hn, hs] at lt
  -- on the environment the expectation value is reflected about the shift
  have a := hPs x (F x)
  rw [hx] at a
  have r : (inner ℂ x (huzinaga F P μ x)).re
      = 2 * μ * ‖x‖ ^ 2 - (inner ℂ x (F x)).re := by
    rw [huzinaga_apply, hx]
    simp only [inner_sub_right, inner_smul_right, ← a, Complex.sub_re,
      Complex.re_ofReal_mul, re_inner_self]
    ring
  linarith

/-- The operator `diag(a, b)` on a two-level system. -/
def diagMap (a b : ℝ) : End ℂ (EuclideanSpace ℂ (Fin 2)) where
  toFun x := !₂[(a : ℂ) * x 0, (b : ℂ) * x 1]
  map_add' x y := by
    ext i
    fin_cases i <;> simp [mul_add]
  map_smul' c x := by
    ext i
    fin_cases i <;> simp [mul_left_comm]

private lemma diagMap_re (a b : ℝ) (x : EuclideanSpace ℂ (Fin 2)) :
    (inner ℂ x (diagMap a b x)).re = a * ‖x 0‖ ^ 2 + b * ‖x 1‖ ^ 2 := by
  simp [PiLp.inner_apply, Fin.sum_univ_two, diagMap, Complex.sq_norm, Complex.normSq_apply]
  ring

private lemma diagMap_symm (a b : ℝ) : LinearMap.IsSymmetric (diagMap a b) := by
  intro x y
  simp [PiLp.inner_apply, Fin.sum_univ_two, diagMap]
  ring

/-- `F = diag(1, 2)` and `P = diag(0, 1)` are symmetric, `P` is idempotent, and the environment lies
below the shift `μ = 3`. -/
theorem environmentBelow_witness :
    LinearMap.IsSymmetric (diagMap 1 2) ∧ LinearMap.IsSymmetric (diagMap 0 1) ∧
      (∀ y, diagMap 0 1 (diagMap 0 1 y) = diagMap 0 1 y) ∧
      EnvironmentBelow (diagMap 1 2) (diagMap 0 1) 3 := by
  refine ⟨diagMap_symm 1 2, diagMap_symm 0 1, ?_, ?_⟩
  · intro y
    ext i
    fin_cases i <;> simp [diagMap]
  · intro x _ h0
    have hpos : 0 < ‖x‖ ^ 2 := pow_pos (norm_pos_iff.2 h0) 2
    rw [diagMap_re]
    rw [EuclideanSpace.norm_sq_eq, Fin.sum_univ_two] at hpos ⊢
    nlinarith [sq_nonneg ‖x 0‖, sq_nonneg ‖x 1‖]

/-- Without a shift, `F = diag(1, 2)` and `P = diag(0, 1)` give a Huzinaga operator whose
lowest expectation value, `-2`, is attained by an eigenvector in the environment. -/
theorem unshifted_counterexample :
    diagMap 0 1 !₂[0, 1] = !₂[0, 1] ∧
      huzinaga (diagMap 1 2) (diagMap 0 1) 0 !₂[0, 1] = (-2 : ℂ) • !₂[0, 1] ∧
      ∀ x, -2 * ‖x‖ ^ 2 ≤ (inner ℂ x (huzinaga (diagMap 1 2) (diagMap 0 1) 0 x)).re := by
  have hd : ∀ x, huzinaga (diagMap 1 2) (diagMap 0 1) 0 x = diagMap 1 (-2) x := by
    intro x
    rw [huzinaga_apply]
    ext i
    fin_cases i <;> simp [diagMap]
  refine ⟨?_, ?_, ?_⟩
  · ext i
    fin_cases i <;> simp [diagMap]
  · rw [hd]
    ext i
    fin_cases i <;> simp [diagMap]
  · intro x
    rw [hd, diagMap_re, EuclideanSpace.norm_sq_eq, Fin.sum_univ_two]
    nlinarith [sq_nonneg ‖x 0‖]

end

end HuzinagaEmbedding
```

```lean
#print axioms HuzinagaEmbedding.huzinaga_block
-- 'HuzinagaEmbedding.huzinaga_block' depends on axioms: [propext, Classical.choice, Quot.sound]
#print axioms HuzinagaEmbedding.eigen_iff_projected
-- 'HuzinagaEmbedding.eigen_iff_projected' depends on axioms: [propext, Classical.choice, Quot.sound]
#print axioms HuzinagaEmbedding.environmentBelow_iff
-- 'HuzinagaEmbedding.environmentBelow_iff' depends on axioms: [propext, Classical.choice, Quot.sound]
#print axioms HuzinagaEmbedding.unshifted_counterexample
-- 'HuzinagaEmbedding.unshifted_counterexample' depends on axioms: [propext, Classical.choice, Quot.sound]
```

## What the operators and hypotheses stand for

`E` is a complex inner-product space of orbitals, and `F` and `P` are linear maps defined on all of it. The hypotheses `hP` and `hPs` make `P` an orthogonal projector; in an embedding calculation it projects on the occupied orbitals of the environment, and "the environment" here means their span. `EnvironmentBelow` says that every normalised environment orbital has a Fock expectation value below $\mu$; the real part is taken because Lean's inner product is complex-valued, and for a non-symmetric `F`, which `eigenvector_mem_ker` allows, the value itself need not be real. If all these expectation values are bounded by zero strictly, that is, all are negative, $\mu=0$ qualifies, and the unshifted operator has no environment component in its eigenvectors with eigenvalue at most $0$.

For a fixed, everywhere-defined Fock operator, the result gives an embedding calculation a sufficient test: if the environment lies below $\mu$, every orbital with energy up to $\mu$ is free of environment components. Orbitals above $\mu$ may or may not be, so the test covers the occupied orbitals only if their energies are at most $\mu$. For $F=\mathrm{diag}(5,-1)$, $P=\mathrm{diag}(0,1)$ and $\mu=0$, the environment lies below the shift, but $H=\mathrm{diag}(5,1)$ and the ground state is the environment orbital. Self-consistent updates of `F`, unbounded operators with restricted domains and the accuracy of the embedding energy are not treated.

## How the Lean proofs follow the algebra

`huzinaga_block` is the reflection formula, with `noncomm_ring` expanding the products. In `eigenvector_mem_ker`, `h1` is the projected eigenvalue equation, `k` solves it for $PFPx$, and `h2` moves `P` across the inner product. `nlinarith` closes the contradiction from $(\mu-e)\|Px\|^2\ge0$. `eigen_iff_projected` adds the action of $H$ on $\ker P$.

`environmentBelow_iff` uses `huzinaga_isSymmetric` to obtain the eigenbasis. There `hn` and `hs` expand $\|x\|^2$ and $\langle x,Hx\rangle$, `z` removes the low eigenvectors, and `lt` is the strict inequality: if no term were strict, all coefficients would vanish and $x$ would be zero. Finally, `r` is the reflected expectation value.

For the two-level model, `environmentBelow_witness` confirms the hypotheses on $F$, $P$ and $\mu$ at $\mu=3$, where $H=\mathrm{diag}(1,4)$ and the ground state is back in the system. `unshifted_counterexample` shows that at $\mu=0$ the environment vector $(0,1)$ has eigenvalue $-2$, and that no normalised vector has a lower expectation value.
